# In atomic units, the direct Coulomb repulsion of two concentric 1s shells lies below the smaller exponent

## Two electrons in shells of different size

In a two-electron atom, one electron can sit closer to the nucleus than the other. A simple description gives each electron a 1s orbital with its own exponent, $a$ for one and $b$ for the other. How strongly do the two charge clouds repel, and how large can this repulsion become?

In atomic units, a normalised 1s Slater orbital with exponent $a>0$ is $\sqrt{a^3/\pi}\,e^{-ar}$. Many texts write $\zeta$ for this exponent. The probability density of the radius is

$$P_a(r)=4a^3r^2e^{-2ar}.$$

Both clouds are spherical about the nucleus, so only the angular average of the inverse distance matters. For radii $r,s>0$, with $x$ the cosine of the angle between the position vectors,

$$\frac12\int_{-1}^{1}\frac{dx}{\sqrt{r^2+s^2-2rsx}}=\frac{r+s-|r-s|}{2rs}=\frac1{\max(r,s)}.$$

The repulsion energy is therefore

$$J(a,b)=\int_0^\infty\!\!\int_0^\infty\frac{P_a(r)P_b(s)}{\max(r,s)}\,ds\,dr.$$

For a trial function that is a simple product of two 1s orbitals, $J$ is the expected electron repulsion. Symmetrising the product for two different exponents adds an exchange term and, because the orbitals overlap, changes the normalisation; neither effect is treated here.

## What is stated

In the Lean file, `radialDensity a r` is $P_a(r)$ and `shellRepulsion a b` is $J(a,b)$. Exponents and radii are real numbers, and `Ioi 0` is the range of positive radii. The integral over $s$ is done first. Energies are in hartree when the exponents are in inverse Bohr radii.

For all $a,b>0$, the theorems `shellRepulsion_eq` and `shellRepulsion_lt_min` state

$$J(a,b)=\frac{ab(a^2+3ab+b^2)}{(a+b)^3},\qquad J(a,b)<\min(a,b).$$

Positive exponents mean that both orbitals decay and can be normalised. A third theorem, `shellRepulsion_tendsto`, says that $J(a,b)\to a$ when $a>0$ is fixed and $b\to\infty$.

The bound has a physical reading because `density_normalized_and_inverse_radius` shows that $P_a$ has total probability one and mean inverse radius $a$. Thus $a$ is the repulsion between the first shell and a unit point charge of the same sign at the nucleus.

The file starts from the radial integral. The step from the six-dimensional integral over both electron positions to this one is the angular average above, and it enters the file as a definition.

## From the potential to the energy

**Moments.** For $c>0$, the product rule gives

$$\frac{d}{ds}\left[-\Big(\frac sc+\frac1{c^2}\Big)e^{-cs}\right]=se^{-cs},$$

$$\frac{d}{ds}\left[-\Big(\frac{s^2}c+\frac{2s}{c^2}+\frac2{c^3}\Big)e^{-cs}\right]=s^2e^{-cs}.$$

Both brackets vanish as $s\to\infty$, so for $R\ge0$

$$\int_R^\infty se^{-cs}ds=\Big(\frac Rc+\frac1{c^2}\Big)e^{-cR},\qquad \int_0^\infty s^2e^{-cs}ds=\frac2{c^3}.$$

With $c=2a$, the total probability is $4a^3\cdot2/(2a)^3=1$ and the mean inverse radius is $4a^3/(2a)^2=a$.

**Potential of one shell.** At distance $r>0$ from the centre, the charge inside $r$ acts with $1/r$ and the charge outside with $1/s$:

$$V_b(r)=\frac1r\int_0^rP_b(s)\,ds+\int_r^\infty\frac{P_b(s)}s\,ds.$$

By the antiderivatives with $c=2b$, the two terms are

$$\frac1r-\Big(2b^2r+2b+\frac1r\Big)e^{-2br}\quad\text{and}\quad(2b^2r+b)e^{-2br}.$$

Their sum is

$$V_b(r)=\frac1r-e^{-2br}\Big(b+\frac1r\Big).$$

**Energy.** Integrating $V_b$ against $P_a$ gives

$$J=4a^3\int_0^\infty\left[re^{-2ar}-br^2e^{-2(a+b)r}-re^{-2(a+b)r}\right]dr.$$

The moments turn this into

$$J=4a^3\left[\frac1{4a^2}-\frac b{4(a+b)^3}-\frac1{4(a+b)^2}\right]=a-\frac{a^3(a+2b)}{(a+b)^3}.$$

Over the common denominator, the numerator is $a(a+b)^3-a^4-2a^3b=ab(a^2+3ab+b^2)$, which is the closed form.

**Bound.** The last expression for $J$ is $a$ minus a positive quantity, so $J<a$. The closed form is symmetric in $a$ and $b$, so $J<b$ as well.

## When one shell contracts onto the nucleus

Since $a+2b\le2(a+b)$, the deficit satisfies

$$0<a-J=\frac{a^3(a+2b)}{(a+b)^3}\le\frac{2a^3}{(a+b)^2}\le\frac{2a^2}b.$$

Hence $J\to a$ as $b\to\infty$: the contracted shell acts as a point charge at the nucleus. Once $b\ge a$, the minimum of the two exponents is $a$, so no bound $J\le k\min(a,b)$ with a constant $k<1$ can hold for all exponents.

## A 2p orbital and a 1s shell

The same potential gives the direct repulsion with a 2p Slater orbital of exponent $c>0$, whose normalised radial density is $\tfrac43c^5r^4e^{-2cr}$. Because $V_b$ is spherical, the orientation of the 2p orbital does not matter. Integrating $V_b$ against this density yields

$$J_{1s,2p}=\frac c2\left[1-\frac{c^4(3b+c)}{(b+c)^5}\right].$$

The Lean theorems treat 1s shells only; this value rests on the integration just described.

## The Lean file

```lean
import Mathlib

open MeasureTheory Set Filter Topology

namespace UnequalShellRepulsion

noncomputable section

/-- Radial probability density of an electron in a 1s Slater orbital with exponent `a`. -/
def radialDensity (a r : ℝ) : ℝ := 4 * a ^ 3 * (r ^ 2 * Real.exp (-(2 * a * r)))

/-- Coulomb repulsion, in atomic units, of two spherical 1s shells with exponents `a` and `b`:
the angular average of the inverse distance is `1 / max r s`, for radii `r, s > 0`. -/
def shellRepulsion (a b : ℝ) : ℝ :=
  ∫ r in Ioi (0 : ℝ), ∫ s in Ioi (0 : ℝ), radialDensity a r * radialDensity b s / max r s

/-- For a positive decay rate, an exponential suppresses every power of the radius at
large distance. -/
theorem tendsto_pow_mul_exp {c : ℝ} (hc : 0 < c) (n : ℕ) :
    Tendsto (fun s : ℝ => s ^ n * Real.exp (-(c * s))) atTop (𝓝 0) := by
  have h : Tendsto (fun s : ℝ => (c * s) ^ n * Real.exp (-(c * s))) atTop (𝓝 0) :=
    (Real.tendsto_pow_mul_exp_neg_atTop_nhds_zero n).comp (tendsto_id.const_mul_atTop hc)
  have h2 := h.const_mul ((c ^ n)⁻¹)
  rw [mul_zero] at h2
  refine h2.congr (fun s => ?_)

  rw [mul_pow, mul_assoc, inv_mul_cancel_left₀ (pow_ne_zero n hc.ne')]

lemma hasDerivAt_exp_decay (c s : ℝ) :
    HasDerivAt (fun s : ℝ => Real.exp (-(c * s))) (Real.exp (-(c * s)) * -(c * 1)) s :=
  ((hasDerivAt_id' s).const_mul c).fun_neg.exp

lemma hasDerivAt_first {c : ℝ} (hc : 0 < c) (s : ℝ) :
    HasDerivAt (fun s : ℝ => -((s / c + 1 / c ^ 2) * Real.exp (-(c * s))))
      (s * Real.exp (-(c * s))) s := by
  have hp : HasDerivAt (fun s : ℝ => s / c + 1 / c ^ 2) (1 / c) s :=
    ((hasDerivAt_id' s).div_const c).add_const _
  refine (hp.fun_mul (hasDerivAt_exp_decay c s)).fun_neg.congr_deriv ?_
  field_simp
  ring

lemma hasDerivAt_second {c : ℝ} (hc : 0 < c) (s : ℝ) :
    HasDerivAt (fun s : ℝ => -((s ^ 2 / c + 2 * s / c ^ 2 + 2 / c ^ 3) * Real.exp (-(c * s))))
      (s ^ 2 * Real.exp (-(c * s))) s := by
  have hp : HasDerivAt (fun s : ℝ => s ^ 2 / c + 2 * s / c ^ 2 + 2 / c ^ 3)
      (2 * s / c + 2 / c ^ 2) s :=
    ((((hasDerivAt_pow 2 s).div_const c).fun_add
      (((hasDerivAt_id' s).const_mul 2).div_const (c ^ 2))).add_const _).congr_deriv (by simp)
  refine (hp.fun_mul (hasDerivAt_exp_decay c s)).fun_neg.congr_deriv ?_
  field_simp
  ring

/-- For `c > 0` and `R ≥ 0`, the function `s exp(-cs)` is integrable beyond the radius `R`,
with the stated integral. -/
theorem first_moment_tail {c R : ℝ} (hc : 0 < c) (hR : 0 ≤ R) :
    IntegrableOn (fun s : ℝ => s * Real.exp (-(c * s))) (Ioi R) ∧
    ∫ s in Ioi R, s * Real.exp (-(c * s)) = (R / c + 1 / c ^ 2) * Real.exp (-(c * R)) := by
  have hpos : ∀ s ∈ Ioi R, 0 ≤ s * Real.exp (-(c * s)) := fun s hs =>
    mul_nonneg (hR.trans (mem_Ioi.mp hs).le) (Real.exp_pos _).le
  have hlim : Tendsto (fun s : ℝ => -((s / c + 1 / c ^ 2) * Real.exp (-(c * s))))
      atTop (𝓝 0) := by
    have h := (((tendsto_pow_mul_exp hc 1).const_mul (1 / c)).add
      ((tendsto_pow_mul_exp hc 0).const_mul (1 / c ^ 2))).neg
    simp only [mul_zero, add_zero, neg_zero] at h
    exact h.congr (fun s => by ring)
  refine ⟨integrableOn_Ioi_deriv_of_nonneg' (fun s _ => hasDerivAt_first hc s) hpos hlim, ?_⟩
  rw [integral_Ioi_of_hasDerivAt_of_nonneg' (fun s _ => hasDerivAt_first hc s) hpos hlim]
  ring

/-- For `c > 0`, the function `s² exp(-cs)` is integrable over all radii, with integral
`2 / c³`. -/
theorem second_moment {c : ℝ} (hc : 0 < c) :
    IntegrableOn (fun s : ℝ => s ^ 2 * Real.exp (-(c * s))) (Ioi 0) ∧
    ∫ s in Ioi (0 : ℝ), s ^ 2 * Real.exp (-(c * s)) = 2 / c ^ 3 := by
  have hpos : ∀ s ∈ Ioi (0 : ℝ), 0 ≤ s ^ 2 * Real.exp (-(c * s)) := fun s _ => by positivity
  have hlim : Tendsto (fun s : ℝ =>
      -((s ^ 2 / c + 2 * s / c ^ 2 + 2 / c ^ 3) * Real.exp (-(c * s)))) atTop (𝓝 0) := by
    have h := ((((tendsto_pow_mul_exp hc 2).const_mul (1 / c)).add
      ((tendsto_pow_mul_exp hc 1).const_mul (2 / c ^ 2))).add
      ((tendsto_pow_mul_exp hc 0).const_mul (2 / c ^ 3))).neg
    simp only [mul_zero, add_zero, neg_zero] at h
    exact h.congr (fun s => by ring)
  refine ⟨integrableOn_Ioi_deriv_of_nonneg' (fun s _ => hasDerivAt_second hc s) hpos hlim, ?_⟩
  rw [integral_Ioi_of_hasDerivAt_of_nonneg' (fun s _ => hasDerivAt_second hc s) hpos hlim]
  simp

/-- For `a > 0` the radial density has total probability one, and the mean inverse radius
is `a`. -/
theorem density_normalized_and_inverse_radius {a : ℝ} (ha : 0 < a) :
    ∫ r in Ioi (0 : ℝ), radialDensity a r = 1 ∧
    ∫ r in Ioi (0 : ℝ), radialDensity a r / r = a := by
  have h2a : 0 < 2 * a := by positivity
  constructor
  · simp only [radialDensity]
    rw [integral_const_mul, (second_moment h2a).2]
    field_simp
    norm_num
  · have e : EqOn (fun r => radialDensity a r / r)
        (fun r => 4 * a ^ 3 * (r * Real.exp (-(2 * a * r)))) (Ioi 0) := by
      intro r hr
      simp only [radialDensity]
      rw [div_eq_iff (mem_Ioi.mp hr).ne']
      ring
    rw [setIntegral_congr_fun measurableSet_Ioi e, integral_const_mul,
      (first_moment_tail h2a le_rfl).2]
    simp only [mul_zero, neg_zero, Real.exp_zero, zero_div, zero_add, mul_one]
    field_simp
    norm_num

/-- Electrostatic potential at distance `r > 0` from the centre of a 1s shell with exponent
`b > 0` and unit charge. -/
theorem shell_potential {b r : ℝ} (hb : 0 < b) (hr : 0 < r) :
    ∫ s in Ioi (0 : ℝ), radialDensity b s / max r s
      = 1 / r - Real.exp (-(2 * b * r)) * (b + 1 / r) := by
  have h2b : 0 < 2 * b := by positivity
  -- inside radius r the kernel is 1/r, outside it is 1/s
  have e1 : EqOn (fun s => 4 * b ^ 3 / r * (s ^ 2 * Real.exp (-(2 * b * s))))
      (fun s => radialDensity b s / max r s) (Ioc 0 r) := by
    intro s hs
    simp only [radialDensity, max_eq_left hs.2]
    ring
  have e2 : EqOn (fun s => 4 * b ^ 3 * (s * Real.exp (-(2 * b * s))))
      (fun s => radialDensity b s / max r s) (Ioi r) := by
    intro s hs
    have hs' : r < s := hs
    simp only [radialDensity, max_eq_right hs'.le]
    rw [eq_div_iff (hr.trans hs').ne']
    ring
  have i1 : IntegrableOn (fun s => 4 * b ^ 3 / r * (s ^ 2 * Real.exp (-(2 * b * s))))
      (Ioc 0 r) := Continuous.integrableOn_Ioc (by fun_prop)
  have i2 : IntegrableOn (fun s => 4 * b ^ 3 * (s * Real.exp (-(2 * b * s)))) (Ioi r) :=
    Integrable.const_mul (first_moment_tail h2b hr.le).1 _
  have core := intervalIntegral.integral_eq_sub_of_hasDerivAt (a := 0) (b := r)
    (fun s _ => hasDerivAt_second h2b s) (Continuous.intervalIntegrable (by fun_prop) _ _)
  rw [← Ioc_union_Ioi_eq_Ioi hr.le, setIntegral_union (Ioc_disjoint_Ioi le_rfl)
    measurableSet_Ioi (i1.congr_fun e1 measurableSet_Ioc) (i2.congr_fun e2 measurableSet_Ioi),
    ← setIntegral_congr_fun measurableSet_Ioc e1, ← setIntegral_congr_fun measurableSet_Ioi e2,
    integral_const_mul, integral_const_mul, ← intervalIntegral.integral_of_le hr.le, core,
    (first_moment_tail h2b hr.le).2]
  simp only [mul_zero, neg_zero, Real.exp_zero]
  field_simp
  ring

/-- The Coulomb repulsion of two 1s shells with exponents `a, b > 0` in closed form. -/
theorem shellRepulsion_eq {a b : ℝ} (ha : 0 < a) (hb : 0 < b) :
    shellRepulsion a b = a * b * (a ^ 2 + 3 * a * b + b ^ 2) / (a + b) ^ 3 := by
  have h2a : 0 < 2 * a := by positivity
  have hab : 0 < 2 * (a + b) := by positivity
  -- the inner integral is the density of the first shell times the potential of the second
  have key : EqOn
      (fun r => ∫ s in Ioi (0 : ℝ), radialDensity a r * radialDensity b s / max r s)
      (fun r => 4 * a ^ 3 * (r * Real.exp (-(2 * a * r)))
        - 4 * a ^ 3 * b * (r ^ 2 * Real.exp (-(2 * (a + b) * r)))
        - 4 * a ^ 3 * (r * Real.exp (-(2 * (a + b) * r)))) (Ioi 0) := by
    intro r hr
    have hr0 : r ≠ 0 := (mem_Ioi.mp hr).ne'
    have hE : Real.exp (-(2 * (a + b) * r))
        = Real.exp (-(2 * a * r)) * Real.exp (-(2 * b * r)) := by
      rw [← Real.exp_add]
      congr 1
      ring
    simp only [mul_div_assoc]
    rw [integral_const_mul, shell_potential hb hr, hE, radialDensity]
    field_simp
    ring
  have i1 : IntegrableOn (fun r => 4 * a ^ 3 * (r * Real.exp (-(2 * a * r)))) (Ioi 0) :=
    Integrable.const_mul (first_moment_tail h2a le_rfl).1 _
  have i2 : IntegrableOn
      (fun r => 4 * a ^ 3 * b * (r ^ 2 * Real.exp (-(2 * (a + b) * r)))) (Ioi 0) :=
    Integrable.const_mul (second_moment hab).1 _
  have i3 : IntegrableOn (fun r => 4 * a ^ 3 * (r * Real.exp (-(2 * (a + b) * r)))) (Ioi 0) :=
    Integrable.const_mul (first_moment_tail hab le_rfl).1 _
  have i12 : IntegrableOn (fun r => 4 * a ^ 3 * (r * Real.exp (-(2 * a * r)))
      - 4 * a ^ 3 * b * (r ^ 2 * Real.exp (-(2 * (a + b) * r)))) (Ioi 0) := Integrable.sub i1 i2
  rw [shellRepulsion, setIntegral_congr_fun measurableSet_Ioi key, integral_sub i12 i3,
    integral_sub i1 i2, integral_const_mul, integral_const_mul, integral_const_mul,
    (first_moment_tail h2a le_rfl).2, (second_moment hab).2, (first_moment_tail hab le_rfl).2]
  simp only [mul_zero, neg_zero, Real.exp_zero, zero_div, zero_add, mul_one]
  field_simp
  ring

/-- For exponents `a, b > 0` the repulsion of the two shells is strictly smaller than either
exponent. -/
theorem shellRepulsion_lt_min {a b : ℝ} (ha : 0 < a) (hb : 0 < b) :
    shellRepulsion a b < min a b := by
  have h1 : 0 < a ^ 4 + 2 * a ^ 3 * b := by positivity
  have h2 : 0 < b ^ 4 + 2 * b ^ 3 * a := by positivity
  rw [shellRepulsion_eq ha hb]
  apply lt_min
  · rw [div_lt_iff₀ (by positivity)]
    nlinarith [h1]
  · rw [div_lt_iff₀ (by positivity)]
    nlinarith [h2]

/-- When one shell contracts without limit, its repulsion with a shell of fixed exponent
`a > 0` tends to `a`. -/
theorem shellRepulsion_tendsto {a : ℝ} (ha : 0 < a) :
    Tendsto (fun b => shellRepulsion a b) atTop (𝓝 a) := by
  have h : Tendsto (fun b : ℝ => a - 2 * a ^ 2 / b) atTop (𝓝 (a - 0)) :=
    tendsto_const_nhds.sub (tendsto_const_nhds.div_atTop tendsto_id)
  rw [sub_zero] at h
  -- squeeze the repulsion between a - 2a²/b and a
  refine tendsto_of_tendsto_of_tendsto_of_le_of_le' h tendsto_const_nhds ?_ ?_
  · filter_upwards [eventually_gt_atTop (0 : ℝ)] with b hb
    have e : a - 2 * a ^ 2 / b = (a * b - 2 * a ^ 2) / b := by
      rw [sub_div, mul_div_cancel_right₀ a hb.ne']
    have hp : 0 < a * (2 * a * b ^ 3 + 4 * a ^ 2 * b ^ 2 + 5 * a ^ 3 * b + 2 * a ^ 4) := by
      positivity
    rw [shellRepulsion_eq ha hb, e, div_le_div_iff₀ hb (by positivity)]
    nlinarith [hp]
  · filter_upwards [eventually_gt_atTop (0 : ℝ)] with b hb
    exact ((shellRepulsion_lt_min ha hb).trans_le (min_le_left a b)).le

end

end UnequalShellRepulsion
```

```lean
#print axioms UnequalShellRepulsion.density_normalized_and_inverse_radius
-- 'UnequalShellRepulsion.density_normalized_and_inverse_radius' depends on axioms: [propext, Classical.choice, Quot.sound]
#print axioms UnequalShellRepulsion.shellRepulsion_lt_min
-- 'UnequalShellRepulsion.shellRepulsion_lt_min' depends on axioms: [propext, Classical.choice, Quot.sound]
#print axioms UnequalShellRepulsion.shellRepulsion_tendsto
-- 'UnequalShellRepulsion.shellRepulsion_tendsto' depends on axioms: [propext, Classical.choice, Quot.sound]
```

## The proof, lemma by lemma

**Decay and antiderivatives.** `tendsto_pow_mul_exp` shows that $s^ne^{-cs}\to0$, by rescaling Mathlib's result for $c=1$. `hasDerivAt_exp_decay` differentiates the exponential. `hasDerivAt_first` and `hasDerivAt_second` then verify the two antiderivatives: the product rule supplies a derivative, and `field_simp` with `ring` reduces it to the required integrand.

**Moments.** `first_moment_tail` and `second_moment` combine these derivatives with the limit at infinity. Since the integrands are nonnegative, Mathlib's improper form of the fundamental theorem gives integrability as well as the value. Both are stated, because Lean assigns the value zero to the integral of a non-integrable function. The normalisation and the mean inverse radius follow by setting the decay rate to $2a$.

**Potential.** `shell_potential` splits the positive half-line into `Ioc 0 r` and `Ioi r`. The equalities `e1` and `e2` replace `max r s` by $r$ on the first part and by $s$ on the second, while `i1` and `i2` provide the integrability needed for the split. The inner part is evaluated by the antiderivative between $0$ and $r$ (`core`), the outer part by `first_moment_tail`. The closing algebra, in which the terms $2b^2re^{-2br}$ cancel, is left to `field_simp` and `ring`.

**Closed form.** In `shellRepulsion_eq`, `key` pulls $P_a(r)$ out of the inner integral, inserts the potential and merges the exponentials through `hE`. The result is the three-term integrand of the energy step. Its terms are integrable by `i1`, `i2` and `i3`, so the integral may be taken term by term, and the moments finish the calculation.

**Bound and limit.** `shellRepulsion_lt_min` proves the two inequalities separately. After multiplication by $(a+b)^3$, the differences are $a^4+2a^3b$ and $b^4+2ab^3$; their positivity is recorded in `h1` and `h2` and passed to `nlinarith`. `shellRepulsion_tendsto` squeezes $J$ between $a-2a^2/b$ and $a$. For the lower estimate, Lean clears both denominators at once and uses the positive polynomial `hp`, where the derivation above used two simpler inequalities in succession. The upper estimate is the bound already proved.
